# Under n pairs of rational shifts, a solution of AX − XB = F changes by a matrix of rank at most n · rank F

Let $A$ and $B$ be square complex matrices, possibly of different sizes, let $X$ satisfy $AX-XB=F$, and for complex shifts $p_k,q_k$ with $k=0,\dots,n-1$ put $R=\prod_k (A-p_k)(A-q_k)^{-1}$ and $S=\prod_k (B-q_k)(B-p_k)^{-1}$, where every $A-q_k$ and $B-p_k$ is invertible. The shifts replace $X$ by $RXS$, and the result bounds the rank of the difference $X-RXS$. When $A$ and $B$ are diagonal matrices of energy levels $x_i$ and $y_j$, with no $x_i$ equal to a $y_j$, and every entry of $F$ is one, $X$ holds the inverse energy differences $1/(x_i-y_j)$ of perturbation theory, and the physical question is how well a sum of a few terms, each a function of $i$ times a function of $j$, can approximate them.

```lean
import Mathlib

open Matrix

namespace SylvesterLowRank

noncomputable section

variable {m l : Type*} [Fintype m] [DecidableEq m] [Fintype l] [DecidableEq l]

/-- The rational factor `(A - p)(A - q)⁻¹` of a matrix `A`, meant for `A - q` invertible. -/
def shiftFactor (A : Matrix m m ℂ) (p q : ℂ) : Matrix m m ℂ :=
  (A - p • (1 : Matrix m m ℂ)) * (A - q • (1 : Matrix m m ℂ))⁻¹

/-- The product of the first `n` factors `(A - p_k)(A - q_k)⁻¹`, meant for all
`A - q_k` with `k < n` invertible. -/
def shiftProduct (A : Matrix m m ℂ) (p q : ℕ → ℂ) : ℕ → Matrix m m ℂ
  | 0 => 1
  | n + 1 => shiftProduct A p q n * shiftFactor A (p n) (q n)

/-- The matrix of inverse energy differences `1 / (x_i - y_j)`, meant for levels with
`x_i ≠ y_j` throughout. -/
def inverseGaps (x : m → ℂ) (y : l → ℂ) : Matrix m l ℂ :=
  Matrix.of fun i j => 1 / (x i - y j)

/-- If `A - q` is invertible, the rational factor is the identity plus `q - p` times the
inverse of `A - q`. -/
theorem shiftFactor_eq (A : Matrix m m ℂ) (p q : ℂ)
    (hq : IsUnit (A - q • (1 : Matrix m m ℂ))) :
    shiftFactor A p q = 1 + (q - p) • (A - q • (1 : Matrix m m ℂ))⁻¹ := by
  have h := Matrix.mul_nonsing_inv _ ((Matrix.isUnit_iff_isUnit_det _).mp hq)
  have hs : A - p • (1 : Matrix m m ℂ)
      = (A - q • (1 : Matrix m m ℂ)) + (q - p) • (1 : Matrix m m ℂ) := by module
  unfold shiftFactor
  rw [hs, Matrix.add_mul, h, Matrix.smul_mul, Matrix.one_mul]

/-- If `A - q` is invertible, a matrix that commutes with `A` commutes with the rational
factor of `A`. -/
theorem commute_shiftFactor {M A : Matrix m m ℂ} (h : Commute M A) (p q : ℂ)
    (hq : IsUnit (A - q • (1 : Matrix m m ℂ))) : Commute M (shiftFactor A p q) := by
  have h1 : ∀ c : ℂ, Commute M (A - c • (1 : Matrix m m ℂ)) := fun c =>
    h.sub_right ((Commute.one_right M).smul_right c)
  have h2 : Commute M (A - q • (1 : Matrix m m ℂ))⁻¹ := by
    obtain ⟨u, hu⟩ := hq
    have h3 : Commute M (u : Matrix m m ℂ) := by rw [hu]; exact h1 q
    rw [← hu, ← Matrix.coe_units_inv]
    exact h3.units_inv_right
  exact (h1 p).mul_right h2

/-- One pair of shifts: if `AX - XB = F` and `A - q`, `B - p` are invertible, then
`X - (A - p)(A - q)⁻¹ X (B - q)(B - p)⁻¹` equals `(q - p)(A - q)⁻¹ F (B - p)⁻¹`. -/
theorem one_step {A : Matrix m m ℂ} {B : Matrix l l ℂ} {X F : Matrix m l ℂ}
    (hX : A * X - X * B = F) (p q : ℂ)
    (hA : IsUnit (A - q • (1 : Matrix m m ℂ))) (hB : IsUnit (B - p • (1 : Matrix l l ℂ))) :
    X - shiftFactor A p q * X * shiftFactor B q p
      = (q - p) • ((A - q • (1 : Matrix m m ℂ))⁻¹ * F * (B - p • (1 : Matrix l l ℂ))⁻¹) := by
  have hU := Matrix.nonsing_inv_mul _ ((Matrix.isUnit_iff_isUnit_det _).mp hA)
  have hV := Matrix.mul_nonsing_inv _ ((Matrix.isUnit_iff_isUnit_det _).mp hB)
  rw [shiftFactor_eq A p q hA, shiftFactor_eq B q p hB, ← hX]
  generalize (A - q • (1 : Matrix m m ℂ))⁻¹ = U at *
  generalize (B - p • (1 : Matrix l l ℂ))⁻¹ = V at *
  rw [Matrix.mul_sub, Matrix.mul_smul, Matrix.mul_one] at hU
  rw [Matrix.sub_mul, Matrix.smul_mul, Matrix.one_mul] at hV
  -- the inverses absorb `A` from the left and `B` from the right
  have e : U * (A * X - X * B) * V = (U * A) * X * V - U * X * (B * V) := by
    simp only [Matrix.mul_sub, Matrix.sub_mul, Matrix.mul_assoc]
  rw [e, sub_eq_iff_eq_add.mp hU, sub_eq_iff_eq_add.mp hV]
  simp only [Matrix.add_mul, Matrix.mul_add, Matrix.smul_mul, Matrix.mul_smul,
    Matrix.one_mul, Matrix.mul_one, Matrix.mul_assoc]
  module

/-- If `AX - XB = F`, `p ≠ q`, and `A - q` and `B - p` are invertible, then
`X - (A - p)(A - q)⁻¹ X (B - q)(B - p)⁻¹` has exactly the rank of `F`. -/
theorem one_step_rank {A : Matrix m m ℂ} {B : Matrix l l ℂ} {X F : Matrix m l ℂ}
    (hX : A * X - X * B = F) {p q : ℂ} (hpq : p ≠ q)
    (hA : IsUnit (A - q • (1 : Matrix m m ℂ))) (hB : IsUnit (B - p • (1 : Matrix l l ℂ))) :
    (X - shiftFactor A p q * X * shiftFactor B q p).rank = F.rank := by
  have hc : q - p ≠ 0 := sub_ne_zero.mpr hpq.symm
  have hU := Matrix.mul_nonsing_inv _ ((Matrix.isUnit_iff_isUnit_det _).mp hA)
  have hV := Matrix.nonsing_inv_mul _ ((Matrix.isUnit_iff_isUnit_det _).mp hB)
  rw [one_step hX p q hA hB]
  generalize (A - q • (1 : Matrix m m ℂ))⁻¹ = U at *
  generalize (B - p • (1 : Matrix l l ℂ))⁻¹ = V at *
  generalize A - q • (1 : Matrix m m ℂ) = P at *
  generalize B - p • (1 : Matrix l l ℂ) = Q at *
  apply le_antisymm
  · rw [← Matrix.smul_mul, ← Matrix.smul_mul]
    exact (Matrix.rank_mul_le_left _ _).trans (Matrix.rank_mul_le_right _ _)
  · -- undo the invertible factors to recover `F`
    have h1 : P * ((q - p) • (U * F * V)) * Q = (q - p) • ((P * U) * F * (V * Q)) := by
      simp only [Matrix.smul_mul, Matrix.mul_smul, Matrix.mul_assoc]
    rw [hU, hV, Matrix.one_mul, Matrix.mul_one] at h1
    have h2 : ((q - p)⁻¹ • P) * ((q - p) • (U * F * V)) * Q = F := by
      rw [Matrix.smul_mul, Matrix.smul_mul, h1, smul_smul, inv_mul_cancel₀ hc, one_smul]
    calc F.rank = (((q - p)⁻¹ • P) * ((q - p) • (U * F * V)) * Q).rank :=
          (congrArg Matrix.rank h2).symm
      _ ≤ _ := (Matrix.rank_mul_le_left _ _).trans (Matrix.rank_mul_le_right _ _)

/-- If `AX - XB = F` and `A - q_k`, `B - p_k` are invertible for `k < n`, then `X - R X S` has
rank at most `n` times the rank of `F`, where `R` is the product of `(A - p_k)(A - q_k)⁻¹` and
`S` the product of `(B - q_k)(B - p_k)⁻¹`. -/
theorem rank_sub_le {A : Matrix m m ℂ} {B : Matrix l l ℂ} {X F : Matrix m l ℂ}
    (hX : A * X - X * B = F) (p q : ℕ → ℂ) (n : ℕ)
    (hA : ∀ k < n, IsUnit (A - q k • (1 : Matrix m m ℂ)))
    (hB : ∀ k < n, IsUnit (B - p k • (1 : Matrix l l ℂ))) :
    (X - shiftProduct A p q n * X * shiftProduct B q p n).rank ≤ n * F.rank := by
  have hadd : ∀ M N : Matrix m l ℂ, (M + N).rank ≤ M.rank + N.rank := by
    intro M N
    have h : LinearMap.range (M + N).mulVecLin
        ≤ LinearMap.range M.mulVecLin ⊔ LinearMap.range N.mulVecLin := by
      rintro _ ⟨v, rfl⟩
      rw [Matrix.mulVecLin_add]
      exact Submodule.add_mem_sup ⟨v, rfl⟩ ⟨v, rfl⟩
    exact (Submodule.finrank_mono h).trans
      (Submodule.finrank_add_le_finrank_add_finrank _ _)
  -- carry along that the product commutes with `A`
  suffices h : Commute (shiftProduct A p q n) A ∧
      (X - shiftProduct A p q n * X * shiftProduct B q p n).rank ≤ n * F.rank from h.2
  induction n with
  | zero => simp [shiftProduct]
  | succ n ih =>
    obtain ⟨hc, hr⟩ := ih (fun k hk => hA k (by omega)) (fun k hk => hB k (by omega))
    have hAn := hA n (by omega)
    have hBn := hB n (by omega)
    refine ⟨hc.mul_left (commute_shiftFactor (Commute.refl A) (p n) (q n) hAn).symm, ?_⟩
    have hcomm := (commute_shiftFactor hc (p n) (q n) hAn).eq
    have h1 : (X - shiftFactor A (p n) (q n) * X * shiftFactor B (q n) (p n)).rank
        ≤ F.rank := by
      rw [one_step hX (p n) (q n) hAn hBn, ← Matrix.smul_mul, ← Matrix.smul_mul]
      exact (Matrix.rank_mul_le_left _ _).trans (Matrix.rank_mul_le_right _ _)
    simp only [shiftProduct]
    rw [hcomm]
    generalize shiftFactor A (p n) (q n) = r at *
    generalize shiftFactor B (q n) (p n) = s at *
    generalize shiftProduct A p q n = R at *
    generalize shiftProduct B q p n = S at *
    -- split off the newest pair of shifts
    have e : X - r * R * X * (S * s) = (X - r * X * s) + r * (X - R * X * S) * s := by
      simp only [Matrix.mul_sub, Matrix.sub_mul, Matrix.mul_assoc]
      abel
    have h2 : (r * (X - R * X * S) * s).rank ≤ n * F.rank :=
      ((Matrix.rank_mul_le_left _ _).trans (Matrix.rank_mul_le_right _ _)).trans hr
    rw [e]
    calc _ ≤ _ := hadd _ _
      _ ≤ F.rank + n * F.rank := add_le_add h1 h2
      _ = (n + 1) * F.rank := by ring

omit [Fintype m] in
/-- Subtracting a multiple of the identity from a diagonal matrix shifts every level. -/
theorem diagonal_shift (x : m → ℂ) (q : ℂ) :
    Matrix.diagonal x - q • (1 : Matrix m m ℂ) = Matrix.diagonal fun i => x i - q := by
  ext i j
  by_cases h : i = j
  · subst h
    simp
  · simp [h]

/-- For levels `x_i ≠ y_j`, and shifts `q` off the `x` levels and `p` off the `y` levels, the
inverse energy differences solve `AX - XB = F` with diagonal `A`, `B` and every entry of `F`
equal to one, and `A - q`, `B - p` are invertible. -/
theorem inverseGaps_witness (x : m → ℂ) (y : l → ℂ) (p q : ℂ) (hxy : ∀ i j, x i ≠ y j)
    (hx : ∀ i, x i ≠ q) (hy : ∀ j, y j ≠ p) :
    Matrix.diagonal x * inverseGaps x y - inverseGaps x y * Matrix.diagonal y
        = Matrix.of (fun _ _ => 1) ∧
      IsUnit (Matrix.diagonal x - q • (1 : Matrix m m ℂ)) ∧
      IsUnit (Matrix.diagonal y - p • (1 : Matrix l l ℂ)) := by
  refine ⟨?_, ?_, ?_⟩
  · ext i j
    have h : x i - y j ≠ 0 := sub_ne_zero.mpr (hxy i j)
    rw [Matrix.sub_apply, Matrix.diagonal_mul, Matrix.mul_diagonal]
    simp only [inverseGaps, Matrix.of_apply]
    rw [mul_comm (1 / (x i - y j)), ← sub_mul, mul_one_div_cancel h]
  · rw [diagonal_shift, Matrix.isUnit_iff_isUnit_det, Matrix.det_diagonal, isUnit_iff_ne_zero]
    exact Finset.prod_ne_zero_iff.mpr fun i _ => sub_ne_zero.mpr (hx i)
  · rw [diagonal_shift, Matrix.isUnit_iff_isUnit_det, Matrix.det_diagonal, isUnit_iff_ne_zero]
    exact Finset.prod_ne_zero_iff.mpr fun j _ => sub_ne_zero.mpr (hy j)

/-- For a diagonal matrix whose levels avoid the shifts `q_k`, the product of rational factors
is diagonal and acts level by level. -/
theorem shiftProduct_diagonal (x : m → ℂ) (p q : ℕ → ℂ) (n : ℕ)
    (hx : ∀ i, ∀ k < n, x i ≠ q k) :
    shiftProduct (Matrix.diagonal x) p q n
      = Matrix.diagonal fun i => ∏ k ∈ Finset.range n, (x i - p k) / (x i - q k) := by
  induction n with
  | zero => simp [shiftProduct]
  | succ n ih =>
    have hinv : (Matrix.diagonal fun i => x i - q n)⁻¹
        = Matrix.diagonal fun i => (x i - q n)⁻¹ := by
      apply Matrix.inv_eq_right_inv
      rw [Matrix.diagonal_mul_diagonal, ← Matrix.diagonal_one]
      congr 1
      funext i
      exact mul_inv_cancel₀ (sub_ne_zero.mpr (hx i n (by omega)))
    rw [shiftProduct, ih (fun i k hk => hx i k (by omega)), shiftFactor, diagonal_shift,
      diagonal_shift, hinv, Matrix.diagonal_mul_diagonal, Matrix.diagonal_mul_diagonal]
    congr 1
    funext i
    rw [Finset.prod_range_succ, div_eq_mul_inv (x i - p n)]

/-- Let `x_i ≠ y_j`, `x_i ≠ q_k` and `y_j ≠ p_k` for `k < n`. Inverse energy differences
`1 / (x_i - y_j)`, each reduced by the relative error
`∏ (x_i - p_k)(y_j - q_k) / ((x_i - q_k)(y_j - p_k))`, form a matrix of rank at most `n`. -/
theorem inverseGaps_low_rank (x : m → ℂ) (y : l → ℂ) (p q : ℕ → ℂ) (n : ℕ)
    (hxy : ∀ i j, x i ≠ y j) (hx : ∀ i, ∀ k < n, x i ≠ q k) (hy : ∀ j, ∀ k < n, y j ≠ p k) :
    (Matrix.of fun i j => 1 / (x i - y j) * (1 - ∏ k ∈ Finset.range n,
      ((x i - p k) / (x i - q k)) * ((y j - q k) / (y j - p k))) : Matrix m l ℂ).rank ≤ n := by
  -- the all-ones matrix is a column times a row
  have hone : (Matrix.of (fun _ _ => 1) : Matrix m l ℂ).rank ≤ 1 := by
    have e : (Matrix.of (fun _ _ => 1) : Matrix m l ℂ)
        = (Matrix.of (fun _ _ => 1) : Matrix m Unit ℂ)
          * (Matrix.of (fun _ _ => 1) : Matrix Unit l ℂ) := by
      ext i j
      simp [Matrix.mul_apply]
    rw [e]
    refine (Matrix.rank_mul_le_left _ _).trans ?_
    simpa using Matrix.rank_le_card_width (Matrix.of (fun _ _ => 1) : Matrix m Unit ℂ)
  have hS : Matrix.diagonal x * inverseGaps x y - inverseGaps x y * Matrix.diagonal y
      = Matrix.of (fun _ _ => 1) := by
    ext i j
    have h : x i - y j ≠ 0 := sub_ne_zero.mpr (hxy i j)
    rw [Matrix.sub_apply, Matrix.diagonal_mul, Matrix.mul_diagonal]
    simp only [inverseGaps, Matrix.of_apply]
    rw [mul_comm (1 / (x i - y j)), ← sub_mul, mul_one_div_cancel h]
  have hw := fun k (hk : k < n) => inverseGaps_witness x y (p k) (q k) hxy
    (fun i => hx i k hk) (fun j => hy j k hk)
  have h := rank_sub_le hS p q n (fun k hk => (hw k hk).2.1) (fun k hk => (hw k hk).2.2)
  rw [shiftProduct_diagonal x p q n hx, shiftProduct_diagonal y q p n hy] at h
  refine le_trans (le_of_eq (congrArg Matrix.rank ?_))
    (h.trans ((Nat.mul_le_mul_left n hone).trans (by omega)))
  ext i j
  rw [Matrix.sub_apply, Matrix.mul_diagonal, Matrix.diagonal_mul]
  simp only [inverseGaps, Matrix.of_apply]
  rw [Finset.prod_mul_distrib]
  ring

end

end SylvesterLowRank
```

```lean
#print axioms SylvesterLowRank.one_step_rank
#print axioms SylvesterLowRank.inverseGaps_low_rank
```

```
'SylvesterLowRank.one_step_rank' depends on axioms: [propext, Classical.choice, Quot.sound]
'SylvesterLowRank.inverseGaps_low_rank' depends on axioms: [propext, Classical.choice, Quot.sound]
```

## The rank bound and its hypotheses

The main theorem, `rank_sub_le`, says that
$$\operatorname{rank}(X-RXS)\le n\,\operatorname{rank}F .$$
The finite types `m` and `l` label the rows and columns of $X$, so $X$ may be rectangular. `IsUnit` means invertible, and `p • 1` is the number $p$ times the identity. The shifts are sequences `p q : ℕ → ℂ`, of which only the entries with `k < n` matter. They are numbers in the complex energy plane, not momenta and positions.

One definition serves for both products: $R$ is `shiftProduct A p q n`, and $S$ is `shiftProduct B q p n`, with the shifts interchanged. The equation for $X$ is the hypothesis `hX`; a solution is given, and it need not be unique. Neither $A$ nor $B$ has to be Hermitian or diagonalisable.

For a single pair with $p\ne q$, `one_step_rank` gives more: the change of $X$ has exactly the rank of $F$.

## Separable energy denominators

For diagonal $A$ and $B$ the products act level by level, and `inverseGaps_low_rank` states that the matrix with entries
$$Y_{ij}=\frac{1}{x_i-y_j}\,(1-\varepsilon_{ij}),\qquad \varepsilon_{ij}=\prod_{k=0}^{n-1}\frac{(x_i-p_k)(y_j-q_k)}{(x_i-q_k)(y_j-p_k)},$$
has rank at most $n$. It is therefore a sum of at most $n$ terms, each a function of $i$ times a function of $j$, and $\varepsilon_{ij}$ is its relative error as an approximation to $1/(x_i-y_j)$. The theorem requires $x_i\ne y_j$, $x_i\ne q_k$ and $y_j\ne p_k$; levels within one set may coincide.

In second-order Møller–Plesset theory, with a finite set of canonical orbitals and a gap between occupied and virtual ones, the denominator is, up to sign, the sum of two orbital-energy differences, each a virtual level minus an occupied one. Taking $x_i$ as the first and $y_j$ as minus the second gives this form, and the low-rank matrix separates the two occupied–virtual pairs from each other.

The step left to the user is the choice of shifts: the theorems bound the rank, not the size of $\varepsilon_{ij}$. The formula suggests placing the $p_k$ near the $x$ levels and the $q_k$ near the $y$ levels.

## One pair of shifts

Write $U=(A-q)^{-1}$, $V=(B-p)^{-1}$ and $d=q-p$. Since $A-p=(A-q)+d$ and $B-q=(B-p)-d$, the two factors are
$$r=(A-p)U=1+dU,\qquad s=(B-q)V=1-dV .$$
This is `shiftFactor_eq`. Expanding the product gives
$$X-rXs=d\,(XV-UX+d\,UXV).$$
On the other side, $UA=1+qU$ and $BV=1+pV$, so
$$UFV=(UA)XV-UX(BV)=XV-UX+(q-p)\,UXV .$$
Hence $X-rXs=(q-p)\,UFV$, which is `one_step`. The Lean proof makes the same substitutions, and `module` collects the terms.

Multiplication by any matrix cannot raise the rank, so $\operatorname{rank}(X-rXs)\le\operatorname{rank}F$. If $p\neq q$, then $F$ is recovered as $(q-p)^{-1}(A-q)(X-rXs)(B-p)$, which gives the opposite inequality. These are the two halves of `one_step_rank`.

## Adding one pair at a time

Suppose the bound holds for $R$ and $S$ built from $n$ pairs, and let $r,s$ be the factors of the next pair. The new products are $Rr$ and $Ss$. By `commute_shiftFactor`, whatever commutes with $A$ commutes with $r$, so $Rr=rR$. Then
$$X-rRXSs=(X-rXs)+r\,(X-RXS)\,s,$$
because the two terms $rXs$ cancel. The first bracket has rank at most $\operatorname{rank}F$, and the second term at most $n\operatorname{rank}F$. The rank of a sum is at most the sum of the ranks, since the range of $M+N$ lies in the sum of the ranges of $M$ and $N$; this is `hadd`. The total is $(n+1)\operatorname{rank}F$. The induction in `rank_sub_le` also carries the statement that $R$ commutes with $A$, which the next step needs.

The induction starts at $n=0$, where $R$ and $S$ are identities and $X-RXS=0$.

## From matrices to levels

With diagonal $A$ and $B$, the $(i,j)$ entry of $AX-XB$ is $(x_i-y_j)X_{ij}=1$. `inverseGaps_witness` proves this, together with the invertibility of the shifted matrices, whose determinants are products of nonzero differences. `shiftProduct_diagonal` evaluates $R$ and $S$ by induction, with `diagonal_shift` handling each subtraction, so that $(RXS)_{ij}=\varepsilon_{ij}/(x_i-y_j)$. The all-ones matrix is a column times a row and has rank at most one, so the general bound becomes $n$.

## Two levels against two levels

Take $x=(1,2)$, $y=(-1,-2)$ and one pair of shifts, $p_0=\tfrac32$, $q_0=-\tfrac32$. The factors $(x_i-p_0)/(x_i-q_0)$ are $-\tfrac15$ and $\tfrac17$, and the factors for $y$ have the same values. The matrices are
$$X=\begin{pmatrix}\tfrac12&\tfrac13\\ \tfrac13&\tfrac14\end{pmatrix},\qquad
\varepsilon=\begin{pmatrix}\tfrac1{25}&-\tfrac1{35}\\ -\tfrac1{35}&\tfrac1{49}\end{pmatrix},\qquad
Y=12\begin{pmatrix}\tfrac15\\ \tfrac17\end{pmatrix}\begin{pmatrix}\tfrac15&\tfrac17\end{pmatrix}.$$
$X$ has determinant $\tfrac1{72}$ and so rank two, while $Y$ has rank one and reproduces every entry of $X$ to within 4 per cent.
